# Sign Change of the Real Lower State on a Circle around a Two-State Conical Intersection

To test whether a closed loop of geometries encloses a conical intersection, one can compute the real lower eigenvector at closely spaced points, choose each sign so that the overlap with the previous vector is positive, and compare the last vector with the first. For a real two-state Hamiltonian whose half-splitting and coupling go once around a circle that misses the degeneracy, a reversed sign means that the intersection lies inside the circle, and an unchanged sign means that it lies outside. A general loop of geometries may enclose more than one intersection, and two of them together leave the sign unchanged.

## The sign rule derived from an overlap

Let $X$ be half the diabatic energy splitting and $Y$ the coupling. The Hamiltonian is

$$H=\begin{pmatrix}X&Y\\Y&-X\end{pmatrix},\qquad H^2=(X^2+Y^2)\,I .$$

Its lower eigenvalue is $E=-\sqrt{X^2+Y^2}$, and the two levels meet only at $X=Y=0$. Consider the circle $X(t)=a+r\cos t$, $Y(t)=r\sin t$ with $r>0$ and $0\le t\le 2\pi$. Its centre lies on the axis $Y=0$; a constant rotation of the diabatic basis rotates the $(X,Y)$ plane and brings any other centre there, and the starting point on the circle does not affect the sign. Let $v(t)=(v_0(t),v_1(t))$ be a continuous real unit eigenvector for $E$. The claim is that $v(2\pi)=-v(0)$ if $|a|<r$, and $v(2\pi)=v(0)$ if $|a|>r$.

**A reference vector.** For an angle $\chi$, put $m(\chi)=(-\sin\chi,\cos\chi)$. If $X=R\cos2\chi$ and $Y=R\sin2\chi$ with $R\ge0$, then

$$Hm(\chi)=R\,(\sin2\chi\cos\chi-\cos2\chi\sin\chi,\;-\sin2\chi\sin\chi-\cos2\chi\cos\chi)=-R\,m(\chi),$$

so $m(\chi)$ is the lower state. The state turns through half the angle of the point $(X,Y)$.

**The overlap is non-zero.** The reference need not be exact. Suppose only that $X\cos2\chi+Y\sin2\chi>0$, which says that $(X,Y)$ lies within a right angle of the direction $2\chi$. If a lower state $v$ were orthogonal to $m(\chi)$, it would be $\pm(\cos\chi,\sin\chi)$, with energy

$$X(\cos^2\chi-\sin^2\chi)+2Y\sin\chi\cos\chi=X\cos2\chi+Y\sin2\chi>0 .$$

This contradicts $E\le0$.

**Uniqueness up to sign.** Let $v$ and $w$ be unit lower states at the same point, with $E\neq0$, and let $d=v_0w_1-v_1w_0$. The eigenvalue equations are $Xv_0+Yv_1=Ev_0$ and $Yv_0-Xv_1=Ev_1$, and likewise for $w$. Multiply the two equations for $v$ by $w_1$ and $-w_0$, multiply the second and first equations for $w$ by $v_0$ and $-v_1$, and add. The left sides cancel and the right sides give $2Ed$, so $d=0$. Hence $w=kv$, and normalisation gives $k=\pm1$.

**Once around the loop.** Let $\chi(t)$ be continuous with $\chi(2\pi)=\chi(0)+n\pi$ for an integer $n$, and let the right-angle condition hold throughout. The overlap $f(t)=m(\chi(t))\cdot v(t)$ is continuous and never zero, so $f(0)f(2\pi)>0$. The right-angle condition excludes $X=Y=0$, so $E\neq0$; since the loop is closed, uniqueness gives $v(2\pi)=s\,v(0)$ with $s=\pm1$. Since $m(\chi(0)+n\pi)=(-1)^n m(\chi(0))$, we get $f(2\pi)=(-1)^n s f(0)$, which forces $s=(-1)^n$.

**The circle.** Three choices of $\chi$ cover the cases:

- If $|a|<r$, take $\chi=t/2$ and $n=1$. Then $(a+r\cos t)\cos t+r\sin^2t=r+a\cos t\ge r-|a|>0$.
- If $a>r$, take $\chi=0$ and $n=0$. Then $a+r\cos t\ge a-r>0$.
- If $a<-r$, take $\chi=\pi/2$ and $n=0$. Then $-a-r\cos t\ge -a-r>0$.

## Two circles in numbers

Take $r=1$. For $a=0$ the lower state is $m(t/2)$. For $a=2$ it is $m(\chi)$ with $\chi=\tfrac12\arctan(Y/X)$, because $X$ stays positive.

| $t$ | $v$ for $a=0$ | $v$ for $a=2$ |
|---|---|---|
| $0$ | $(0,\,1)$ | $(0,\,1)$ |
| $\pi/2$ | $(-0.707,\,0.707)$ | $(-0.230,\,0.973)$ |
| $\pi$ | $(-1,\,0)$ | $(0,\,1)$ |
| $3\pi/2$ | $(-0.707,\,-0.707)$ | $(0.230,\,0.973)$ |
| $2\pi$ | $(0,\,-1)$ | $(0,\,1)$ |

Successive overlaps are positive in both columns, yet only the first column ends with the opposite sign.

## The Hamiltonian and its adiabatic states in Lean

```lean
import Mathlib

open Real Set Matrix

namespace ConicalIntersectionLoops

noncomputable section
```

The matrix `twoState X Y` is $H$ in a fixed real diabatic basis. Its zero trace places the mean of the two energies at zero; a common energy shift would not alter the eigenvectors.

```lean
/-- The traceless real two-state Hamiltonian with half-splitting `X` and coupling `Y`. -/
def twoState (X Y : ℝ) : Matrix (Fin 2) (Fin 2) ℝ := !![X, Y; Y, -X]

/-- The energy of the lower adiabatic surface. -/
def lowerEnergy (X Y : ℝ) : ℝ := -√(X ^ 2 + Y ^ 2)
```

A lower state is a real vector with unit norm that satisfies the eigenvalue equation. Here `⬝ᵥ` is the dot product and `*ᵥ` applies a matrix to a vector.

```lean
/-- A normalised real eigenvector for the lower energy. -/
def IsLowerState (X Y : ℝ) (v : Fin 2 → ℝ) : Prop :=
  v ⬝ᵥ v = 1 ∧ twoState X Y *ᵥ v = lowerEnergy X Y • v
```

`IsAdiabatic` requires such a state at every point of $[0,2\pi]$, chosen continuously. "Adiabatic" refers to following an eigenvector along a path; no time evolution is involved. Restricting to real vectors matters, since a complex eigenvector could be given a varying phase that hides the sign.

```lean
/-- A continuous choice of real lower states along the path `(X t, Y t)`, `0 ≤ t ≤ 2π`. -/
def IsAdiabatic (X Y : ℝ → ℝ) (v : ℝ → Fin 2 → ℝ) : Prop :=
  ContinuousOn v (Icc 0 (2 * π)) ∧
    ∀ t ∈ Icc 0 (2 * π), IsLowerState (X t) (Y t) (v t)
```

The reference vector $m(\chi)$ is `mixed χ`, and the circle is given by its two coordinates.

```lean
/-- The real unit vector with mixing angle `χ`. -/
def mixed (χ : ℝ) : Fin 2 → ℝ := ![-sin χ, cos χ]

/-- Half-splitting along a circle of radius `r` whose centre is displaced by `a`. -/
def circleX (a r t : ℝ) : ℝ := a + r * cos t

/-- Coupling along a circle of radius `r`. -/
def circleY (r t : ℝ) : ℝ := r * sin t
```

## Energy bound and explicit states

The first lemma writes the matrix equation as the two scalar equations used above, with components numbered 0 and 1.

```lean
/-- The lower-state conditions written out in the two diabatic amplitudes. -/
theorem isLowerState_iff (X Y : ℝ) (v : Fin 2 → ℝ) :
    IsLowerState X Y v ↔ v 0 * v 0 + v 1 * v 1 = 1 ∧
      X * v 0 + Y * v 1 = lowerEnergy X Y * v 0 ∧
      Y * v 0 + -X * v 1 = lowerEnergy X Y * v 1 := by
  simp [IsLowerState, twoState, dotProduct, Fin.sum_univ_two, funext_iff,
    Fin.forall_fin_two]
```

The next theorem confirms that `lowerEnergy` deserves its name: no real state has a lower energy expectation. With $p=v_0^2-v_1^2$ and $q=2v_0v_1$, the expectation is $Xp+Yq$, and $(Xp+Yq)^2\le(X^2+Y^2)(p^2+q^2)$, where $p^2+q^2=(v_0^2+v_1^2)^2$. The square handed to `nlinarith` is $(Xq-Yp)^2$, the difference between the two sides.

```lean
/-- The lower energy, times the squared norm, bounds the energy expectation of every
real state from below. -/
theorem lowerEnergy_le (X Y : ℝ) (v : Fin 2 → ℝ) :
    lowerEnergy X Y * (v ⬝ᵥ v) ≤ v ⬝ᵥ (twoState X Y *ᵥ v) := by
  have hsq : (X * (v 0 ^ 2 - v 1 ^ 2) + 2 * Y * v 0 * v 1) ^ 2
      ≤ (√(X ^ 2 + Y ^ 2) * (v 0 ^ 2 + v 1 ^ 2)) ^ 2 := by
    rw [mul_pow, Real.sq_sqrt (by positivity)]
    nlinarith [sq_nonneg (X * (2 * v 0 * v 1) - Y * (v 0 ^ 2 - v 1 ^ 2))]
  have key := (abs_le_of_sq_le_sq' hsq (by positivity)).1
  simp [lowerEnergy, twoState, Matrix.mulVec, dotProduct, Fin.sum_univ_two]
  linarith
```

The polar calculation then shows that `mixed (χ t)` is a continuous lower state whenever the path is given by a non-negative radius and a continuous angle $2\chi$. With $R=r$ and $\chi=t/2$ this supplies the state on the centred circle.

```lean
/-- A path in polar form with a continuous mixing angle has an explicit continuous real
lower state. -/
theorem isAdiabatic_polar {R χ : ℝ → ℝ} (hR : ∀ t, 0 ≤ R t) (hχ : Continuous χ) :
    IsAdiabatic (fun t => R t * cos (2 * χ t)) (fun t => R t * sin (2 * χ t))
      (fun t => mixed (χ t)) := by
  constructor
  · refine (continuous_pi fun i => ?_).continuousOn
    fin_cases i <;> simp [mixed] <;> fun_prop
  · intro t _
    have hE : lowerEnergy (R t * cos (2 * χ t)) (R t * sin (2 * χ t)) = -R t := by
      have : (R t * cos (2 * χ t)) ^ 2 + (R t * sin (2 * χ t)) ^ 2 = R t ^ 2 := by
        linear_combination R t ^ 2 * Real.sin_sq_add_cos_sq (2 * χ t)
      rw [lowerEnergy, this, Real.sqrt_sq (hR t)]
    have h := Real.sin_sq_add_cos_sq (χ t)
    have v0 : mixed (χ t) 0 = -sin (χ t) := rfl
    have v1 : mixed (χ t) 1 = cos (χ t) := rfl
    show IsLowerState (R t * cos (2 * χ t)) (R t * sin (2 * χ t)) (mixed (χ t))
    rw [isLowerState_iff, hE, v0, v1, Real.cos_two_mul', Real.sin_two_mul]
    exact ⟨by linear_combination h, by linear_combination R t * sin (χ t) * h,
      by linear_combination -R t * cos (χ t) * h⟩
```

## Overlap and uniqueness

The proof of `overlap_ne_zero` assumes a zero overlap, writes $v=k(\cos\chi,\sin\chi)$ and finds $k^2=1$. The identity `hE` then equates a positive number with the lower energy, which `hneg` shows to be non-positive.

```lean
/-- If `(X, Y)` lies within a right angle of the direction `2χ`, the lower state is not
orthogonal to the vector with mixing angle `χ`. -/
theorem overlap_ne_zero {X Y χ : ℝ} {v : Fin 2 → ℝ} (hv : IsLowerState X Y v)
    (h : 0 < X * cos (2 * χ) + Y * sin (2 * χ)) : -sin χ * v 0 + cos χ * v 1 ≠ 0 := by
  intro h0
  obtain ⟨hu, e0, e1⟩ := (isLowerState_iff X Y v).1 hv
  have hcs := Real.sin_sq_add_cos_sq χ
  -- orthogonality would make `v` a multiple of `(cos χ, sin χ)`
  obtain ⟨k, hx, hy⟩ : ∃ k, v 0 = k * cos χ ∧ v 1 = k * sin χ :=
    ⟨cos χ * v 0 + sin χ * v 1, by linear_combination -sin χ * h0 - v 0 * hcs,
      by linear_combination cos χ * h0 - v 1 * hcs⟩
  have hen : X * (v 0 * v 0 - v 1 * v 1) + 2 * Y * v 0 * v 1 = lowerEnergy X Y := by
    linear_combination v 0 * e0 + v 1 * e1 + lowerEnergy X Y * hu
  rw [hx, hy] at hen hu
  have hk : k ^ 2 = 1 := by linear_combination hu - k ^ 2 * hcs
  -- its energy would then be positive
  have hE : X * cos (2 * χ) + Y * sin (2 * χ) = lowerEnergy X Y := by
    rw [Real.cos_two_mul', Real.sin_two_mul]
    linear_combination hen
      - (X * (cos χ ^ 2 - sin χ ^ 2) + Y * (2 * sin χ * cos χ)) * hk
  have hneg : lowerEnergy X Y ≤ 0 := neg_nonpos.2 (Real.sqrt_nonneg _)
  linarith
```

In `lowerState_unique`, the `linear_combination` that proves `hd` is the weighted sum of four eigenvalue equations from the derivation. The factor $k$ is the dot product of the two states, and $(k-1)(k+1)=0$ leaves the two signs.

```lean
/-- Away from the degeneracy, two normalised real lower states differ at most by a sign. -/
theorem lowerState_unique {X Y : ℝ} {v w : Fin 2 → ℝ} (hE : lowerEnergy X Y ≠ 0)
    (hv : IsLowerState X Y v) (hw : IsLowerState X Y w) : w = v ∨ w = -v := by
  obtain ⟨hu, e0, e1⟩ := (isLowerState_iff X Y v).1 hv
  obtain ⟨hu', f0, f1⟩ := (isLowerState_iff X Y w).1 hw
  -- the Hamiltonian is traceless, so the determinant of the two states vanishes
  have hd : v 0 * w 1 - v 1 * w 0 = 0 := by
    apply (mul_eq_zero.1 _).resolve_left hE
    linear_combination (-1 / 2) * (w 1 * e0 - w 0 * e1 + v 0 * f1 - v 1 * f0)
  obtain ⟨k, hx, hy⟩ : ∃ k, w 0 = k * v 0 ∧ w 1 = k * v 1 :=
    ⟨v 0 * w 0 + v 1 * w 1, by linear_combination -v 1 * hd - w 0 * hu,
      by linear_combination v 0 * hd - w 1 * hu⟩
  rw [hx, hy] at hu'
  have hk : (k - 1) * (k + 1) = 0 := by linear_combination hu' - k ^ 2 * hu
  rcases mul_eq_zero.1 hk with h | h
  · obtain rfl : k = 1 := by linarith
    left; ext i; fin_cases i <;> simp [hx, hy]
  · obtain rfl : k = -1 := by linarith
    right; ext i; fin_cases i <;> simp [hx, hy]
```

## From winding to sign

The hypotheses of `sign_of_winding` are a continuous $\chi$ that advances by $n\pi$, a closed path, the right-angle condition `hdir`, and a continuous lower state. The direction $2\chi$ therefore turns $n$ times, where $n$ may be negative.

The intermediate value theorem turns the non-vanishing overlap into `hpos`, that is $f(0)f(2\pi)>0$. The condition `hdir` at $t=0$ also excludes a degeneracy there, so uniqueness applies to the two ends. Of the four combinations of a sign and a parity of $n$, two give the stated result; the other two would make $-f(0)^2$ positive.

```lean
/-- On a closed loop that stays within a right angle of a direction `2χ` turning `n`
times, the continuous real lower state returns multiplied by `(-1) ^ n`. -/
theorem sign_of_winding {X Y χ : ℝ → ℝ} {v : ℝ → Fin 2 → ℝ} {n : ℤ}
    (hχ : Continuous χ) (hn : χ (2 * π) = χ 0 + n * π)
    (hX : X (2 * π) = X 0) (hY : Y (2 * π) = Y 0)
    (hdir : ∀ t ∈ Icc 0 (2 * π), 0 < X t * cos (2 * χ t) + Y t * sin (2 * χ t))
    (hv : IsAdiabatic X Y v) : v (2 * π) = (-1 : ℝ) ^ n • v 0 := by
  have hpi : (0 : ℝ) ≤ 2 * π := by positivity
  have m0 : (0 : ℝ) ∈ Icc 0 (2 * π) := ⟨le_rfl, hpi⟩
  let f : ℝ → ℝ := fun t => -sin (χ t) * v t 0 + cos (χ t) * v t 1
  have hf : ContinuousOn f (uIcc 0 (2 * π)) := by
    rw [Set.uIcc_of_le hpi]
    exact ((Real.continuous_sin.comp hχ).neg.continuousOn.mul (continuousOn_pi.1 hv.1 0)).add
      ((Real.continuous_cos.comp hχ).continuousOn.mul (continuousOn_pi.1 hv.1 1))
  -- the overlap never vanishes, so it keeps its sign
  have hpos : 0 < f 0 * f (2 * π) := by
    by_contra hneg
    have hmem : (0 : ℝ) ∈ uIcc (f 0) (f (2 * π)) := by
      rw [Set.mem_uIcc]
      rcases mul_nonpos_iff.1 (not_lt.1 hneg) with h | h
      · exact Or.inr ⟨h.2, h.1⟩
      · exact Or.inl h
    obtain ⟨t, ht, h0⟩ := intermediate_value_uIcc hf hmem
    rw [Set.uIcc_of_le hpi] at ht
    exact overlap_ne_zero (hv.2 t ht) (hdir t ht) h0
  have hE : lowerEnergy (X 0) (Y 0) ≠ 0 := by
    intro h
    have hz := (Real.sqrt_eq_zero (by positivity)).1 (neg_eq_zero.1 h)
    have hx : X 0 = 0 := by nlinarith [sq_nonneg (X 0), sq_nonneg (Y 0)]
    have hy : Y 0 = 0 := by nlinarith [sq_nonneg (X 0), sq_nonneg (Y 0)]
    have := hdir 0 m0
    simp [hx, hy] at this
  have hend := hv.2 _ ⟨hpi, le_rfl⟩
  rw [hX, hY] at hend
  -- the reference vector acquires `(-1) ^ n`, and the state must follow it
  simp only [f, hn, Real.sin_add_int_mul_pi, Real.cos_add_int_mul_pi] at hpos
  have hsq := sq_nonneg (-sin (χ 0) * v 0 0 + cos (χ 0) * v 0 1)
  rcases lowerState_unique hE (hv.2 0 m0) hend with h | h
  · rcases Int.even_or_odd n with he | he
    · rw [h, he.neg_one_zpow, one_smul]
    · rw [h, he.neg_one_zpow] at hpos
      nlinarith
  · rcases Int.even_or_odd n with he | he
    · have g0 : v (2 * π) 0 = -v 0 0 := congrFun h 0
      have g1 : v (2 * π) 1 = -v 0 1 := congrFun h 1
      rw [g0, g1, he.neg_one_zpow] at hpos
      nlinarith
    · rw [h, he.neg_one_zpow, neg_one_smul]
```

The final theorem inserts the three choices of $\chi$. Its first part contains the centred circle $a=0$, and its second contains $a>r$.

```lean
/-- Around a displaced circle the continuous real lower state changes sign if the circle
encloses the intersection, and returns to itself if the intersection lies outside. -/
theorem circle_sign {a r : ℝ} (hr : 0 < r) {v : ℝ → Fin 2 → ℝ}
    (hv : IsAdiabatic (circleX a r) (circleY r) v) :
    (|a| < r → v (2 * π) = -v 0) ∧ (r < |a| → v (2 * π) = v 0) := by
  have hX : circleX a r (2 * π) = circleX a r 0 := by simp [circleX]
  have hY : circleY r (2 * π) = circleY r 0 := by simp [circleY]
  constructor <;> intro h
  · -- an enclosing circle follows the direction `t`
    have hw := sign_of_winding (χ := fun t => t / 2) (n := 1) (by fun_prop) (by simp)
      hX hY (fun t _ => by
        have e : 2 * (t / 2) = t := by ring
        have hb : |a * cos t| ≤ |a| := by
          rw [abs_mul]
          exact mul_le_of_le_one_right (abs_nonneg _) (Real.abs_cos_le_one t)
        simp only [e, circleX, circleY]
        nlinarith [neg_abs_le (a * cos t), Real.sin_sq_add_cos_sq t]) hv
    simpa using hw
  · -- a circle that does not enclose the intersection stays on one side of it
    rcases lt_abs.1 h with h' | h'
    · have hw := sign_of_winding (χ := fun _ => 0) (n := 0) continuous_const (by simp)
        hX hY (fun t _ => by
          simp only [circleX, mul_zero, Real.cos_zero, Real.sin_zero]
          nlinarith [Real.neg_one_le_cos t]) hv
      simpa using hw
    · have hw := sign_of_winding (χ := fun _ => π / 2) (n := 0) continuous_const (by simp)
        hX hY (fun t _ => by
          have e : 2 * (π / 2) = π := by ring
          simp only [e, circleX, Real.cos_pi, Real.sin_pi]
          nlinarith [Real.cos_le_one t]) hv
      simpa using hw

end

end ConicalIntersectionLoops
```

```lean
#print axioms ConicalIntersectionLoops.lowerEnergy_le
#print axioms ConicalIntersectionLoops.isAdiabatic_polar
#print axioms ConicalIntersectionLoops.circle_sign
```

```
'ConicalIntersectionLoops.lowerEnergy_le' depends on axioms: [propext, Classical.choice, Quot.sound]
'ConicalIntersectionLoops.isAdiabatic_polar' depends on axioms: [propext, Classical.choice, Quot.sound]
'ConicalIntersectionLoops.circle_sign' depends on axioms: [propext, Classical.choice, Quot.sound]
```

The case $|a|=r$ is left out because the circle then passes through the degeneracy, where the lower state is not unique up to sign. For displaced circles, `circle_sign` takes the continuous state `v` as given and determines its sign at the end. The theorem concerns exact eigenvectors of a two-state model followed continuously, so a calculation on discrete points needs steps small enough for the overlap rule to follow the same branch. In a molecule with more electronic states, the model stands for the two that approach each other, with the others well separated in energy.
